# Shifting the common level of an overlapping extended Hückel dimer changes its signed gap unless K = 1

Take two equivalent, normalized orbitals at −10 eV with overlap 0.2 and extended Hückel constant 1.75. Their energies split by 3.125 eV. Now place the zero of energy at the orbital level, so that −10 becomes 0 in the parameter table, and build the Hamiltonian again. Every matrix element is zero and the splitting is gone, although only the origin of the energy scale was meant to change.

The cause is the rule for the couplings. With levels $\varepsilon_i$ and overlap matrix $S$, the extended Hückel Hamiltonian has $H_{ii}=\varepsilon_i$ and, for $i\neq j$,

$$H_{ij}=K S_{ij}\,\frac{\varepsilon_i+\varepsilon_j}{2}.$$

The rule assumes that a coupling is proportional to the overlap times the mean level, and the constant $K$ is the empirical factor of proportionality. A shift $c$ of the levels therefore enters the couplings as $cKS_{ij}$, whereas a change of energy zero requires $cS_{ij}$.

## Orbitals, Hamiltonian and gap

In Lean 4 with Mathlib:

```lean
import Mathlib

open Matrix

namespace ExtendedHueckelEnergyZero

noncomputable section

variable {n : Type*} [Fintype n] [DecidableEq n]
```

An orbital of energy $E$ is a nonzero real vector $v$ with $Hv=ESv$.

```lean
/-- The vector `v` is an orbital of energy `E`: it is nonzero and solves the generalized
eigenvalue equation `H v = E S v`. -/
def IsOrbital {n : Type*} [Fintype n] (H S : Matrix n n ℝ) (E : ℝ) (v : n → ℝ) : Prop :=
  v ≠ 0 ∧ H *ᵥ v = E • (S *ᵥ v)
```

`hueckel` is the rule above for any basis indexed by `n`.

```lean
/-- The extended Hückel Hamiltonian: levels `ε i` on the diagonal and the Wolfsberg-Helmholz
couplings `K S i j (ε i + ε j) / 2` off the diagonal. -/
def hueckel {n : Type*} [DecidableEq n] (K : ℝ) (S : Matrix n n ℝ) (ε : n → ℝ) :
    Matrix n n ℝ :=
  Matrix.of fun i j => if i = j then ε i else K * S i j * (ε i + ε j) / 2
```

The dimer has a common level $a$ and overlap $s$, so its coupling is $Kas$.

```lean
/-- The overlap matrix of two normalized orbitals with overlap `s`. -/
def dimerS (s : ℝ) : Matrix (Fin 2) (Fin 2) ℝ := !![1, s; s, 1]

/-- The Hamiltonian of two orbitals with common level `a` and coupling `K a s`. -/
def dimerH (K a s : ℝ) : Matrix (Fin 2) (Fin 2) ℝ := !![a, K * a * s; K * a * s, a]
```

The gap is defined through the eigenvalue equations, not by a formula. `HasGap H S Δ` says that $(1,1)$ is an orbital of some energy $E_1$, that $(1,-1)$ is an orbital of some energy $E_2$, and that $\Delta=E_2-E_1$. Normalized with respect to the overlap, for $|s|<1$, these vectors are $(1,1)/\sqrt{2(1+s)}$ and $(1,-1)/\sqrt{2(1-s)}$; the scaling does not affect the energies. The sign of $\Delta$ is fixed by phase. For $a<0$, $K>1$ and $0<s<1$ it is positive, and $\Delta$ is the antibonding minus the bonding energy.

```lean
/-- The in-phase and out-of-phase combinations of two basis functions are both orbitals, and
`Δ` is the out-of-phase energy minus the in-phase energy. -/
def HasGap (H S : Matrix (Fin 2) (Fin 2) ℝ) (Δ : ℝ) : Prop :=
  ∃ E₁ E₂, IsOrbital H S E₁ ![1, 1] ∧ IsOrbital H S E₂ ![1, -1] ∧ Δ = E₂ - E₁
```

## No condition on H or S: adding cS

For any square $H$ and $S$,

$$(H+cS)v=(E+c)Sv \iff Hv+cSv=ESv+cSv \iff Hv=ESv.$$

Adding $cS$ keeps every orbital and raises its energy by $c$. The overlap need not be normalized, symmetric or invertible. The proof expands both sides and cancels the common term $cSv$.

```lean
omit [DecidableEq n] in
/-- Adding `c S` to the Hamiltonian keeps every orbital and raises its energy by `c`. -/
theorem isOrbital_add_smul_overlap (H S : Matrix n n ℝ) (c E : ℝ) (v : n → ℝ) :
    IsOrbital (H + c • S) S (E + c) v ↔ IsOrbital H S E v := by
  simp only [IsOrbital, Matrix.add_mulVec, Matrix.smul_mulVec, add_smul, add_left_inj]
```

## Normalized basis functions: $S_{ii}=1$

The hypothesis `hS` says that each basis function has unit norm. By hand it is used on the diagonal, where the shifted level is $\varepsilon_i+c=H_{ii}+cS_{ii}$. Off the diagonal,

$$K S_{ij}\frac{\varepsilon_i+\varepsilon_j+2c}{2}=H_{ij}+cS_{ij}+c(K-1)S_{ij}.$$

Since $S-1$ has zero diagonal, both cases combine into

$$H(\varepsilon+c)=H(\varepsilon)+cS+c(K-1)(S-1).$$

The proof makes the same split into $i=j$ and $i\neq j$, and `hS` enters in the first case. Without normalization, the identity fails on the diagonal whenever $cK\neq0$ and some $S_{ii}\neq1$.

```lean
omit [Fintype n] in
/-- For normalized basis functions, raising all levels by `c` adds `c S` to the extended Hückel
Hamiltonian, and on top of it the term `c (K - 1) (S - 1)`. -/
theorem hueckel_shift (K c : ℝ) (S : Matrix n n ℝ) (hS : ∀ i, S i i = 1) (ε : n → ℝ) :
    hueckel K S (fun i => ε i + c) = hueckel K S ε + c • S + (c * (K - 1)) • (S - 1) := by
  ext i j
  by_cases h : i = j
  · subst h
    simp only [hueckel, Matrix.of_apply, Matrix.add_apply, Matrix.sub_apply, Matrix.smul_apply,
      smul_eq_mul, Matrix.one_apply, ↓reduceIte, hS]
    ring
  · simp only [hueckel, Matrix.of_apply, Matrix.add_apply, Matrix.sub_apply, Matrix.smul_apply,
      smul_eq_mul, Matrix.one_apply, if_neg h]
    ring
```

The last term is the error made by shifting the levels. It vanishes exactly when its prefactor is zero or $S=1$, that is, when $c=0$, $K=1$ or the basis is orthonormal. In the proof, a nonzero prefactor is divided out to leave $S-1=0$. This is a statement about matrices in any finite basis; the statement about gaps below concerns the dimer.

```lean
omit [Fintype n] in
/-- For normalized basis functions, raising all levels by `c` amounts to adding `c S` exactly
when `c = 0`, or `K = 1`, or the basis is orthonormal. -/
theorem hueckel_shift_eq_iff (K c : ℝ) (S : Matrix n n ℝ) (hS : ∀ i, S i i = 1) (ε : n → ℝ) :
    hueckel K S (fun i => ε i + c) = hueckel K S ε + c • S ↔ c = 0 ∨ K = 1 ∨ S = 1 := by
  rw [hueckel_shift K c S hS ε, add_eq_left]
  constructor
  · intro h
    by_cases hc : c * (K - 1) = 0
    · rcases mul_eq_zero.mp hc with h0 | h0
      · exact Or.inl h0
      · exact Or.inr (Or.inl (sub_eq_zero.mp h0))
    · -- a nonzero prefactor can be divided out
      have h1 := inv_smul_smul₀ hc (S - 1)
      rw [h, smul_zero] at h1
      exact Or.inr (Or.inr (sub_eq_zero.mp h1.symm))
  · rintro (h | h | h) <;> simp [h]
```

## A common level and a nonzero overlap eigenvalue

If all levels equal $a$ and the basis is normalized, the Hamiltonian is

$$H=aKS+a(1-K)\,1.$$

Let $Sv=\sigma v$ with $v\neq0$. Then $Hv=\bigl(aK\sigma+a(1-K)\bigr)v$, while $ESv=E\sigma v$. Because $v$ has a nonzero component, the scalars must agree, and division by $\sigma$ gives

$$E=a\left(K+\frac{1-K}{\sigma}\right).$$

The proof follows these steps: `hH` is the decomposition of $H$, `hHv` its action on $v$, and two cancellations remove the component `v i` and then `σ`.

Each hypothesis has a physical meaning:

- **Equal levels** occur, for example, when all basis functions are equivalent by symmetry. With different levels, an eigenvector of $S$ need not be an orbital: for $S=1$ and $\varepsilon_0\neq\varepsilon_1$, the vector $(1,1)$ is not.
- **`hσ`**, $\sigma\neq0$, says that the combination $v$ is not a null vector of the overlap. For the overlap matrix of actual basis functions, a nonzero null vector exists only if the functions are linearly dependent. If $\sigma=0$, the equation reads $a(1-K)v=0$, which holds for no $E$ or for every $E$.
- **`hv`** excludes the zero vector, which describes no state.

```lean
/-- For normalized basis functions with a common level `a`, an eigenvector of the overlap matrix
with eigenvalue `σ ≠ 0` is an orbital of energy `a (K + (1 - K) / σ)` and of no other energy. -/
theorem isOrbital_equal_levels (K a σ E : ℝ) (S : Matrix n n ℝ) (hS : ∀ i, S i i = 1)
    (v : n → ℝ) (hv : v ≠ 0) (hσ : σ ≠ 0) (hSv : S *ᵥ v = σ • v) :
    IsOrbital (hueckel K S fun _ => a) S E v ↔ E = a * (K + (1 - K) / σ) := by
  -- with equal levels the Hamiltonian is a combination of `S` and the identity
  have hH : hueckel K S (fun _ => a) = (a * K) • S + (a * (1 - K)) • (1 : Matrix n n ℝ) := by
    ext i j
    by_cases h : i = j
    · subst h
      simp only [hueckel, Matrix.of_apply, Matrix.add_apply, Matrix.smul_apply,
        smul_eq_mul, Matrix.one_apply, ↓reduceIte, hS]
      ring
    · simp only [hueckel, Matrix.of_apply, Matrix.add_apply, Matrix.smul_apply,
        smul_eq_mul, Matrix.one_apply, if_neg h]
      ring
  have hHv : hueckel K S (fun _ => a) *ᵥ v = (a * K * σ + a * (1 - K)) • v := by
    rw [hH, Matrix.add_mulVec, Matrix.smul_mulVec, Matrix.smul_mulVec, Matrix.one_mulVec, hSv]
    module
  have hq : (1 - K) / σ * σ = 1 - K := div_mul_cancel₀ _ hσ
  constructor
  · rintro ⟨-, h⟩
    rw [hHv, hSv] at h
    obtain ⟨i, hi⟩ := Function.ne_iff.mp hv
    have hi' : v i ≠ 0 := hi
    have h1 := congrFun h i
    simp only [Pi.smul_apply, smul_eq_mul] at h1
    have h2 : a * K * σ + a * (1 - K) = E * σ :=
      mul_right_cancel₀ hi' (by linear_combination h1)
    exact mul_right_cancel₀ hσ (by linear_combination -h2 - a * hq)
  · intro h
    refine ⟨hv, ?_⟩
    rw [hHv, hSv, smul_smul, h]
    congr 1
    linear_combination -a * hq
```

## Two independent functions: $|s|<1$

The dimer matrices are the extended Hückel matrices for two equal levels, whatever the value of $s$.

```lean
/-- The two-orbital Hamiltonian with diagonal `a` and coupling `K a s` is the extended Hückel
Hamiltonian of two equal levels with overlap `s`. -/
theorem hueckel_dimer (K a s : ℝ) : hueckel K (dimerS s) (fun _ => a) = dimerH K a s := by
  ext i j
  fin_cases i <;> fin_cases j <;> simp [hueckel, dimerS, dimerH] <;> ring
```

Two normalized, linearly independent real functions have $|s|<1$. For a vector $(v_0,v_1)$, the sum and the difference of the two eigenvalue equations are

$$a(1+Ks)(v_0+v_1)=E(1+s)(v_0+v_1),$$
$$a(1-Ks)(v_0-v_1)=E(1-s)(v_0-v_1).$$

At least one of $v_0\pm v_1$ is nonzero, so $E$ is $a(1+Ks)/(1+s)$ or $a(1-Ks)/(1-s)$. Conversely, $(1,1)$ and $(1,-1)$ attain these values. The proof distinguishes whether $v_0+v_1$ is zero and cancels the nonzero factor.

```lean
/-- For `|s| < 1` the energies of the dimer are exactly `a (1 + K s) / (1 + s)` and
`a (1 - K s) / (1 - s)`. -/
theorem dimer_energies (K a s E : ℝ) (hs : |s| < 1) :
    (∃ v, IsOrbital (dimerH K a s) (dimerS s) E v) ↔
      E = a * (1 + K * s) / (1 + s) ∨ E = a * (1 - K * s) / (1 - s) := by
  obtain ⟨hl, hr⟩ := abs_lt.mp hs
  have hp : 1 + s ≠ 0 := by linarith
  have hm : 1 - s ≠ 0 := by linarith
  rw [eq_div_iff hp, eq_div_iff hm]
  constructor
  · rintro ⟨v, hv, h⟩
    have h0 := congrFun h 0
    have h1 := congrFun h 1
    simp [dimerH, dimerS, Matrix.mulVec, dotProduct, Fin.sum_univ_two] at h0 h1
    -- the sum and the difference of the two equations decouple
    by_cases hx : v 0 + v 1 = 0
    · have hy : v 0 - v 1 ≠ 0 := by
        intro hy
        apply hv
        ext i
        fin_cases i <;> simp <;> linarith
      exact Or.inr (mul_right_cancel₀ hy (by linear_combination h1 - h0))
    · exact Or.inl (mul_right_cancel₀ hx (by linear_combination -h0 - h1))
  · rintro (h | h)
    · refine ⟨![1, 1], fun h0 => by simpa using congrFun h0 0, ?_⟩
      ext i
      fin_cases i <;> simp [dimerH, dimerS, Matrix.mulVec, dotProduct, Fin.sum_univ_two]
      · linear_combination -h
      · linear_combination -h
    · refine ⟨![1, -1], fun h0 => by simpa using congrFun h0 0, ?_⟩
      ext i
      fin_cases i <;> simp [dimerH, dimerS, Matrix.mulVec, dotProduct, Fin.sum_univ_two]
      · linear_combination -h
      · linear_combination h
```

Subtracting the in-phase energy from the out-of-phase energy gives

$$\Delta=a\,\frac{(1-Ks)(1+s)-(1+Ks)(1-s)}{1-s^2}=\frac{2as(1-K)}{1-s^2}.$$

The formal proof reaches this through the equal-level theorem, with $\sigma=1+s$ for $(1,1)$ and $\sigma=1-s$ for $(1,-1)$; the equation `key` is the subtraction.

Both proofs use $|s|<1$ only to ensure $1\pm s\neq0$. At $s=1$ the overlap annihilates $(1,-1)$. If also $a(1-K)\neq0$, that vector is no orbital, and the dimer has no gap in the sense of `HasGap`.

```lean
/-- For `|s| < 1` the out-of-phase minus in-phase energy of the dimer is
`2 a s (1 - K) / (1 - s²)`. -/
theorem dimer_gap (K a s Δ : ℝ) (hs : |s| < 1) :
    HasGap (dimerH K a s) (dimerS s) Δ ↔ Δ = 2 * a * s * (1 - K) / (1 - s ^ 2) := by
  obtain ⟨hl, hr⟩ := abs_lt.mp hs
  have hp : 1 + s ≠ 0 := by linarith
  have hm : 1 - s ≠ 0 := by linarith
  have hd : ∀ i, dimerS s i i = 1 := by
    intro i
    fin_cases i <;> simp [dimerS]
  -- both combinations are eigenvectors of the overlap matrix
  have h₁ : dimerS s *ᵥ ![1, 1] = (1 + s) • ![1, 1] := by
    ext i
    fin_cases i <;> simp [dimerS, Matrix.mulVec, dotProduct, Fin.sum_univ_two]
    ring
  have h₂ : dimerS s *ᵥ ![1, -1] = (1 - s) • ![1, -1] := by
    ext i
    fin_cases i <;> simp [dimerS, Matrix.mulVec, dotProduct, Fin.sum_univ_two] <;> ring
  have e₁ := fun E => isOrbital_equal_levels K a (1 + s) E (dimerS s) hd ![1, 1]
    (fun h0 => by simpa using congrFun h0 0) hp h₁
  have e₂ := fun E => isOrbital_equal_levels K a (1 - s) E (dimerS s) hd ![1, -1]
    (fun h0 => by simpa using congrFun h0 0) hm h₂
  have key : a * (K + (1 - K) / (1 - s)) - a * (K + (1 - K) / (1 + s))
      = 2 * a * s * (1 - K) / (1 - s ^ 2) := by
    rw [show 1 - s ^ 2 = (1 - s) * (1 + s) by ring]
    field_simp
    ring
  rw [← hueckel_dimer]
  constructor
  · rintro ⟨E₁, E₂, g₁, g₂, hΔ⟩
    rw [hΔ, (e₁ E₁).mp g₁, (e₂ E₂).mp g₂]
    exact key
  · intro h
    exact ⟨_, _, (e₁ _).mpr rfl, (e₂ _).mpr rfl, h.trans key.symm⟩
```

## Functions that do overlap: $s\neq0$

Let $\Delta$ be the gap of the dimer; this is the hypothesis `h`, which ties $\Delta$ to the unshifted Hamiltonian. Adding $cS$ turns the energies into $E_1+c$ and $E_2+c$, whose difference is still $\Delta$. This half needs neither condition on $s$.

Rebuilding with $a+c$ keeps the gap exactly when

$$\frac{2(a+c)s(1-K)}{1-s^2}=\frac{2as(1-K)}{1-s^2}\iff s\,c\,(1-K)=0.$$

Since $s\neq0$, this means $c=0$ or $K=1$. The sign of the gap matters here: the shift $c=-2a$ turns $\Delta$ into $-\Delta$, which keeps the distance between the two energies but, for $\Delta\neq0$, reverses their order. In the proof, `div_left_inj'` removes the denominator, `h2` is the product equation, and `hs0` removes the factor $s$. For $s=0$ both gaps are zero whatever $c$ and $K$ are, so the "only if" fails whenever $c\neq0$ and $K\neq1$.

The exception $K=1$ is degenerate for this dimer: there $H=aS$, both energies equal $a$, and the gap is zero before and after the shift.

```lean
/-- Let `Δ` be the gap of the dimer with `0 < |s| < 1`. Adding `c S` to the Hamiltonian leaves
the gap at `Δ`, while replacing the level `a` by `a + c` does so only if `c = 0` or `K = 1`,
and then it does. -/
theorem gap_energy_zero (K a s c Δ : ℝ) (hs0 : s ≠ 0) (hs : |s| < 1)
    (h : HasGap (dimerH K a s) (dimerS s) Δ) :
    HasGap (dimerH K a s + c • dimerS s) (dimerS s) Δ ∧
      (HasGap (dimerH K (a + c) s) (dimerS s) Δ ↔ c = 0 ∨ K = 1) := by
  constructor
  · -- both energies move by the same amount
    obtain ⟨E₁, E₂, h₁, h₂, hΔ⟩ := h
    exact ⟨E₁ + c, E₂ + c, (isOrbital_add_smul_overlap _ _ _ _ _).mpr h₁,
      (isOrbital_add_smul_overlap _ _ _ _ _).mpr h₂, by rw [hΔ]; ring⟩
  · obtain ⟨hl, hr⟩ := abs_lt.mp hs
    have hd : 1 - s ^ 2 ≠ 0 := by nlinarith
    rw [dimer_gap K (a + c) s Δ hs, (dimer_gap K a s Δ hs).mp h, div_left_inj' hd]
    constructor
    · intro h1
      have h2 : s * (c * (1 - K)) = 0 := by linear_combination -h1 / 2
      rcases mul_eq_zero.mp ((mul_eq_zero.mp h2).resolve_left hs0) with h3 | h3
      · exact Or.inl h3
      · exact Or.inr (by linarith)
    · rintro (h1 | h1) <;> rw [h1] <;> ring

end

end ExtendedHueckelEnergyZero
```

```lean
#print axioms ExtendedHueckelEnergyZero.hueckel_shift_eq_iff
#print axioms ExtendedHueckelEnergyZero.hueckel_dimer
#print axioms ExtendedHueckelEnergyZero.dimer_energies
#print axioms ExtendedHueckelEnergyZero.gap_energy_zero
```

```
'ExtendedHueckelEnergyZero.hueckel_shift_eq_iff' depends on axioms: [propext, Classical.choice, Quot.sound]
'ExtendedHueckelEnergyZero.hueckel_dimer' depends on axioms: [propext, Classical.choice, Quot.sound]
'ExtendedHueckelEnergyZero.dimer_energies' depends on axioms: [propext, Classical.choice, Quot.sound]
'ExtendedHueckelEnergyZero.gap_energy_zero' depends on axioms: [propext, Classical.choice, Quot.sound]
```

## The 3.125 eV splitting, worked through

Put $a=-10$ eV, $s=0.2$ and $K=1.75$. The coupling is $Kas=-3.5$ eV, and

$$E_1=\frac{-13.5}{1.2}=-11.25,\qquad E_2=\frac{-6.5}{0.8}=-8.125,\qquad \Delta=3.125\ \text{eV}.$$

Now shift by $c=10$ eV. In $H+cS$ the diagonal is $0$ and the coupling is $-3.5+2=-1.5$ eV. The energies are $-1.5/1.2=-1.25$ and $1.5/0.8=1.875$ eV, both raised by 10 eV, and the gap is again 3.125 eV. Rebuilding with $a+c=0$ gives the zero matrix and a gap of zero. With $c=5$ eV the rebuilt gap is 1.5625 eV, half the original. With $c=20$ eV it is −3.125 eV: the splitting has its original size, but the out-of-phase combination now lies below the in-phase one.

## Where the shift enters a calculation

A program that uses the rule above with a constant $K$ reads a table of levels, computes $S$, forms the couplings and passes $H$ and $S$ to a generalized eigensolver. Suppose the energies are to be measured from a Fermi level $E_F$. The shift $c=-E_F$ then belongs after the couplings have been formed, as $H-E_FS$, or it can be subtracted from the computed eigenvalues. Entering $\varepsilon_i-E_F$ in the table changes the model whenever $E_F\neq0$, $K\neq1$ and the normalized basis is not orthonormal.

For this non-interacting model in a finite real basis that is normalized but not orthonormal, the level parameters thus carry an absolute energy reference when $K\neq1$: two parameter sets that differ by a nonzero constant give Hamiltonians that differ by more than a change of energy zero.
